# The occupation penalty Re tr(n − n²)/2 is differentiable wherever the entries of the occupation matrix are

The Hubbard occupation penalty is defined here as Re tr(n − n²)/2, with no interaction strength in front, for a finite square complex matrix n that need not be Hermitian or have eigenvalues between 0 and 1. The matrix depends on a variable y in a real normed space, and the theorem says that if every entry of n(y) is real-differentiable at y₀, then so is the penalty. The attempt writes the trace as a finite sum of entries and products of entries, which is differentiable by the sum, difference and product rules. It then composes with the real part, a continuous real-linear map, and finally divides by 2.

The failing Lean file:

```lean
import Mathlib

open Matrix
open scoped ComplexOrder

namespace PenaltyDifferentiableAt

noncomputable section

variable {m E : Type*} [Fintype m] [NormedAddCommGroup E] [NormedSpace ℝ E]

/-- The Hubbard occupation penalty `Re tr(n - n²) / 2` of an occupation matrix `n`. -/
def penalty (n : Matrix m m ℂ) : ℝ := (Matrix.trace (n - n * n)).re / 2

/-- The occupation penalty is differentiable in the electronic variables wherever all
entries of the occupation matrix are. -/
theorem penalty_differentiableAt {n : E → Matrix m m ℂ} {y₀ : E}
    (hn : ∀ i j, DifferentiableAt ℝ (fun y => n y i j) y₀) :
    DifferentiableAt ℝ (fun y => penalty (n y)) y₀ := by
  have h : DifferentiableAt ℝ
      (fun y => ∑ i, (n y i i - ∑ j, n y i j * n y j i)) y₀ :=
    DifferentiableAt.fun_sum fun i _ => (hn i i).fun_sub
      (DifferentiableAt.fun_sum fun j _ => (hn i j).fun_mul (hn j i))
  have e : (fun y => penalty (n y)) =
      fun y => Complex.reCLM (∑ i, (n y i i - ∑ j, n y i j * n y j i)) / 2 := by
    funext y
    simp [penalty, Matrix.trace, Matrix.mul_apply]
  rw [e]
  have h2 := Complex.reCLM.differentiableAt.comp y₀ h
  exact h2.div_const (2 : ℝ)

end

end PenaltyDifferentiableAt
```

The error:

```
Main.lean:30:8: error: Application type mismatch: The argument
  h2
has type
  DifferentiableAt.{0, u_2, 0} ℝ (⇑Complex.reCLM ∘ fun y => ∑ i, (n y i i - ∑ j, n y i j * n y j i)) y₀
but is expected to have type
  DifferentiableAt.{?u.118, ?u.118, 0} ?m.182 ?m.188 ?m.184
in the application
  DifferentiableAt.div_const h2
```

What went wrong. The one error is at the last step, the division by 2. `DifferentiableAt.div_const` is stated for functions whose domain is the scalar field itself, here ℝ, whereas `h2` concerns a function on the general normed space `E`. The message shows this through universe levels: the expected type has the same level `?u.118` for the field and the domain, while `h2` has `0` for ℝ and `u_2` for `E`. These cannot be made equal, so Lean rejects `h2` as an argument.

The repair avoids that lemma. The change that cures the error is the switch to `DifferentiableAt.mul_const`, which allows any normed space as domain and so accepts `h2`, with the constant `(2 : ℝ)⁻¹`. Its conclusion is about a product, so `simp only [div_eq_mul_inv]` first rewrites the division by 2 in the goal as multiplication by `2⁻¹`, making the two match in form.

As a diff, the version that Lean accepts:

```diff
@@ -28,5 +28,6 @@
   rw [e]
   have h2 := Complex.reCLM.differentiableAt.comp y₀ h
-  exact h2.div_const (2 : ℝ)
+  simp only [div_eq_mul_inv]
+  exact h2.mul_const (2 : ℝ)⁻¹
 
 end
```
